# ⟨S²⟩ of a two-electron Tamm-Dancoff state from four orbital overlaps

For two electrons in a finite, real, orthonormal orbital basis, a normalized antisymmetrized alpha-beta state with real coefficient matrix $C$ has $\langle S^2\rangle = 1-\mathrm{tr}(CC)$. Take a reference with the alpha electron in $a$ and the beta electron in $b$, and the Tamm-Dancoff state $C = ub^T + aw^T$, where $u$ and $w$ are the sums of the alpha and of the beta virtual orbitals, weighted by their excitation amplitudes. If $a$ and $b$ are unit vectors, $u\perp a$, $w\perp b$ and $\|u\|^2+\|w\|^2=1$, I get

$$\langle S^2\rangle = 1-\langle u,b\rangle^2-\langle a,w\rangle^2-2\langle a,b\rangle\langle u,w\rangle .$$

Can this be made rigorous and machine-checked in Lean, starting from the spin-1/2 matrices and not from a quoted formula for $S^2$?

## From the spin matrices to the overlaps

Yes. Let $s_k$ be the spin-1/2 matrices in units of $\hbar$. Each satisfies $s_k^2=\tfrac14$, so for two electrons

$$S^2=\sum_k (s_k\otimes 1+1\otimes s_k)^2=\tfrac32+2\sum_k s_k\otimes s_k .$$

On $\alpha\alpha$ and $\beta\beta$ the $x$ and $y$ terms of the last sum cancel and the $z$ term gives $\tfrac14$, so $S^2$ multiplies these by 2. On $\alpha\beta$ the sum gives $\tfrac12\beta\alpha-\tfrac14\alpha\beta$, hence $S^2\,\alpha\beta=\alpha\beta+\beta\alpha$, and likewise for $\beta\alpha$. In all four cases $S^2=1+P$, where $P$ swaps the spins and leaves the orbitals in place.

From here on, $x$ and $y$ label basis orbitals. The state $\Psi_C$ has two spin components that can be nonzero:

$$\Psi_C(x\alpha,y\beta)=\frac{C_{xy}}{\sqrt2},\qquad \Psi_C(x\beta,y\alpha)=-\frac{C_{yx}}{\sqrt2}.$$

Adding the swapped function turns the first into $(C_{xy}-C_{yx})/\sqrt2$ and the second into $-(C_{yx}-C_{xy})/\sqrt2$. Therefore $S^2\Psi_C=\Psi_{C-C^T}$. This vanishes exactly when $C^T=C$, and equals $2\Psi_C$ exactly when $C-C^T=2C$, that is, $C^T=-C$.

Each spin component contributes half of an overlap, so

$$\langle\Psi_C|\Psi_D\rangle=\tfrac12\sum_{xy}C_{xy}D_{xy}+\tfrac12\sum_{xy}C_{yx}D_{yx}=\mathrm{tr}(C^TD).$$

With $\mathrm{tr}(C^TC)=1$ this gives

$$\langle S^2\rangle=\mathrm{tr}\,C^T(C-C^T)=1-\mathrm{tr}(C^TC^T)=1-\mathrm{tr}(CC).$$

For outer products, $\mathrm{tr}(pq^T\,rs^T)=\langle p,s\rangle\langle q,r\rangle$. With $C=ub^T+aw^T$,

$$\mathrm{tr}(C^TC)=\|u\|^2\|b\|^2+2\langle u,a\rangle\langle w,b\rangle+\|a\|^2\|w\|^2=1,$$

and the overlap with the reference determinant, whose matrix is $ab^T$, is

$$\mathrm{tr}(ba^TC)=\langle a,u\rangle\|b\|^2+\|a\|^2\langle b,w\rangle=0.$$

Finally, the four products in $CC$ give

$$\mathrm{tr}(CC)=\langle u,b\rangle^2+2\langle a,b\rangle\langle u,w\rangle+\langle a,w\rangle^2,$$

which is the stated formula. For a closed-shell reference, $a=b$, the two squares vanish and $\langle S^2\rangle=1-2\langle u,w\rangle$. Equal amplitudes $u=w$ then give 0, and opposite amplitudes $u=-w$ give 2.

## What the Lean theorems say

A `TwoElectron n` is a complex function of orbital and spin of electron 1, then orbital and spin of electron 2. Spin index 0 is alpha and 1 is beta. The type does not impose antisymmetry, so `spinSq_eq_one_add_swap` holds for every such function; the sign in `pairState` builds antisymmetry into the alpha-beta states.

`spinSq` applies each component of `totalSpin` twice and adds the results. `braket` is conjugate-linear in its first argument, and the expectation value is `braket Ψ (spinSq Ψ)` for a normalized state. It is a complex number, and the theorems equate it with a real one.

The rows of `C` belong to the alpha orbital and its columns to the beta orbital. `vecMulVec u b` is $ub^T$, and `⬝ᵥ` is the real dot product, which is the orbital overlap because the basis is taken to be orthonormal. In `tda_spinSq`, the hypotheses `ha` and `hb` normalize the occupied orbitals, `hu` and `hw` keep each excitation out of the orbital it leaves, and `hn` normalizes the amplitudes. The conclusion has three parts: norm, orthogonality to the reference, and $\langle S^2\rangle$.

In `singlet_triplet_iff` the matrix may be zero, in which case both conditions hold; for nonzero $C$ they identify the singlet and the triplet with $M_S=0$.

The vectors `u` and `w` are given, with no Hamiltonian or Bethe-Salpeter kernel to determine them. For a normalized two-electron state $\langle S^2\rangle$ is twice the weight of the triplet part, so it shows how far an excited state from an unrestricted Tamm-Dancoff calculation is from a pure singlet or triplet. The formula supplies it for real amplitudes in a finite real basis, read as those of a wavefunction. With four electrons, or any larger even number, the value alone does not settle this, since a mixture of singlet and quintet can also give 2.

## The Lean file and its proofs

```lean
import Mathlib

open Matrix

namespace TammDancoffSpin

noncomputable section

variable {n : Type*} [Fintype n]

/-- Two-electron wavefunctions: orbital and spin of electron 1, then orbital and spin of
electron 2. Spin index 0 is alpha and 1 is beta. -/
abbrev TwoElectron (n : Type*) := n → Fin 2 → n → Fin 2 → ℂ

/-- The three spin-1/2 matrices, in units of the reduced Planck constant. -/
def spin : Fin 3 → Matrix (Fin 2) (Fin 2) ℂ :=
  ![!![0, 1 / 2; 1 / 2, 0], !![0, -Complex.I / 2; Complex.I / 2, 0], !![1 / 2, 0; 0, -1 / 2]]

/-- A Cartesian component of the total spin: the sum of the spins of the two electrons. -/
def totalSpin {n : Type*} (k : Fin 3) (Ψ : TwoElectron n) : TwoElectron n :=
  fun x s y t => ∑ r, spin k s r * Ψ x r y t + ∑ r, spin k t r * Ψ x s y r

/-- The squared total spin, the sum of the squares of its three components. -/
def spinSq {n : Type*} (Ψ : TwoElectron n) : TwoElectron n :=
  fun x s y t => ∑ k, totalSpin k (totalSpin k Ψ) x s y t

/-- Exchange of the spins of the two electrons, with their orbitals left in place. -/
def spinSwap {n : Type*} (Ψ : TwoElectron n) : TwoElectron n :=
  fun x s y t => Ψ x t y s

/-- The inner product of two-electron wavefunctions. -/
def braket (Φ Ψ : TwoElectron n) : ℂ :=
  ∑ x, ∑ y, ∑ s, ∑ t, starRingEnd ℂ (Φ x s y t) * Ψ x s y t

/-- The antisymmetrized alpha-beta state with real coefficient matrix `C`, whose rows belong
to the alpha orbital and columns to the beta orbital. -/
def pairState {n : Type*} (C : Matrix n n ℝ) : TwoElectron n :=
  fun x s y t => !![0, (C x y : ℂ) / (Real.sqrt 2 : ℝ);
    -((C y x : ℂ) / (Real.sqrt 2 : ℝ)), 0] s t

/-- The Tamm-Dancoff coefficient matrix: the alpha electron is promoted from `a` to `u`, or
the beta electron from `b` to `w`. -/
def tdaMatrix {n : Type*} (a b u w : n → ℝ) : Matrix n n ℝ :=
  vecMulVec u b + vecMulVec a w

/-- For two electrons the squared total spin is the identity plus the spin swap. -/
theorem spinSq_eq_one_add_swap {n : Type*} (Ψ : TwoElectron n) :
    spinSq Ψ = Ψ + spinSwap Ψ := by
  funext x s y t
  simp only [spinSq, totalSpin, spinSwap, Pi.add_apply, Fin.sum_univ_three, Fin.sum_univ_two]
  -- the four spin configurations are checked one by one
  fin_cases s <;> fin_cases t <;> simp [spin] <;> ring_nf <;>
    (try simp only [Complex.I_sq]) <;> ring

/-- On alpha-beta states the squared spin replaces the coefficient matrix by its difference
with its transpose. -/
theorem spinSq_pairState {n : Type*} (C : Matrix n n ℝ) :
    spinSq (pairState C) = pairState (C - Cᵀ) := by
  rw [spinSq_eq_one_add_swap]
  funext x s y t
  fin_cases s <;> fin_cases t <;> simp [pairState, spinSwap] <;> ring

/-- The overlap of two alpha-beta states is the trace inner product of their coefficient
matrices. -/
theorem braket_pairState (C D : Matrix n n ℝ) :
    braket (pairState C) (pairState D) = ((Cᵀ * D).trace : ℝ) := by
  have half : ∀ p q : ℂ,
      p / (Real.sqrt 2 : ℝ) * (q / (Real.sqrt 2 : ℝ)) = p * q / 2 := by
    intro p q
    rw [div_mul_div_comm, ← Complex.ofReal_mul, Real.mul_self_sqrt (by norm_num)]
    norm_num
  have e : ∀ (M : Matrix n n ℝ) (x y : n), pairState M x 0 y 0 = 0 ∧
      pairState M x 0 y 1 = (M x y : ℂ) / (Real.sqrt 2 : ℝ) ∧
      pairState M x 1 y 0 = -((M y x : ℂ) / (Real.sqrt 2 : ℝ)) ∧
      pairState M x 1 y 1 = 0 := fun _ _ _ => ⟨rfl, rfl, rfl, rfl⟩
  have hc : ∑ x, ∑ y, (C y x : ℂ) * D y x = ∑ x, ∑ y, (C x y : ℂ) * D x y :=
    Finset.sum_comm
  unfold braket
  -- each of the two spin components carries half of the overlap
  calc _ = ∑ x, ∑ y, ((C x y : ℂ) * D x y + (C y x : ℂ) * D y x) / 2 := by
        refine Finset.sum_congr rfl fun x _ => Finset.sum_congr rfl fun y _ => ?_
        simp only [Fin.sum_univ_two, e, map_zero, map_neg, map_div₀, Complex.conj_ofReal]
        linear_combination half (C x y) (D x y) + half (C y x) (D y x)
    _ = ∑ x, ∑ y, (C y x : ℂ) * D y x := by
        simp only [← Finset.sum_div, Finset.sum_add_distrib, hc]
        ring
    _ = _ := by
        simp only [Matrix.trace, Matrix.diag_apply, Matrix.mul_apply, Matrix.transpose_apply,
          Complex.ofReal_sum, Complex.ofReal_mul]

/-- A normalized alpha-beta state with coefficient matrix `C` has squared-spin expectation
value `1 - tr (C C)`. -/
theorem spinSq_expectation (C : Matrix n n ℝ)
    (h : braket (pairState C) (pairState C) = 1) :
    braket (pairState C) (spinSq (pairState C)) = ((1 - (C * C).trace : ℝ) : ℂ) := by
  have h' : (Cᵀ * C).trace = 1 := by
    rw [braket_pairState] at h
    exact_mod_cast h
  have ht : (Cᵀ * Cᵀ).trace = (C * C).trace := by
    rw [← Matrix.transpose_mul, Matrix.trace_transpose]
  rw [spinSq_pairState, braket_pairState, Matrix.mul_sub, Matrix.trace_sub, h', ht]

/-- The squared spin annihilates an alpha-beta state exactly when its coefficient matrix is
symmetric, and multiplies it by 2 exactly when the matrix is antisymmetric. -/
theorem singlet_triplet_iff {n : Type*} (C : Matrix n n ℝ) :
    (spinSq (pairState C) = 0 ↔ Cᵀ = C) ∧
    (spinSq (pairState C) = (2 : ℂ) • pairState C ↔ Cᵀ = -C) := by
  have hr : ((Real.sqrt 2 : ℝ) : ℂ) ≠ 0 := Complex.ofReal_ne_zero.mpr (by positivity)
  rw [spinSq_pairState]
  refine ⟨⟨fun h => ?_, fun h => ?_⟩, ⟨fun h => ?_, fun h => ?_⟩⟩
  · ext x y
    -- read off the alpha-beta component
    have e : ((C x y - C y x : ℝ) : ℂ) / (Real.sqrt 2 : ℝ) = 0 :=
      congrFun (congrFun (congrFun (congrFun h x) 0) y) 1
    have e' := (div_eq_zero_iff.mp e).resolve_right hr
    have e'' : C x y - C y x = 0 := by exact_mod_cast e'
    show C y x = C x y
    linarith
  · rw [h]
    funext x s y t
    fin_cases s <;> fin_cases t <;> simp [pairState]
  · ext x y
    have e : ((C x y - C y x : ℝ) : ℂ) / (Real.sqrt 2 : ℝ)
        = 2 * ((C x y : ℂ) / (Real.sqrt 2 : ℝ)) :=
      congrFun (congrFun (congrFun (congrFun h x) 0) y) 1
    rw [← mul_div_assoc, div_left_inj' hr] at e
    have e' : C x y - C y x = 2 * C x y := by exact_mod_cast e
    show C y x = -C x y
    linarith
  · rw [h]
    funext x s y t
    fin_cases s <;> fin_cases t <;> simp [pairState] <;> ring

/-- The trace of a product of two orbital outer products is a product of two orbital
overlaps. -/
theorem trace_outer_mul_outer (p q r s : n → ℝ) :
    (vecMulVec p q * vecMulVec r s).trace = (p ⬝ᵥ s) * (q ⬝ᵥ r) := by
  simp only [Matrix.trace, Matrix.diag_apply, Matrix.mul_apply, vecMulVec_apply, dotProduct,
    Finset.sum_mul_sum]
  refine Finset.sum_congr rfl fun i _ => Finset.sum_congr rfl fun j _ => ?_
  ring

/-- The Tamm-Dancoff state is normalized and orthogonal to the reference determinant, and its
squared-spin expectation value is given by the overlaps of the four orbitals. -/
theorem tda_spinSq (a b u w : n → ℝ) (ha : a ⬝ᵥ a = 1) (hb : b ⬝ᵥ b = 1)
    (hu : u ⬝ᵥ a = 0) (hw : w ⬝ᵥ b = 0) (hn : u ⬝ᵥ u + w ⬝ᵥ w = 1) :
    braket (pairState (tdaMatrix a b u w)) (pairState (tdaMatrix a b u w)) = 1 ∧
    braket (pairState (vecMulVec a b)) (pairState (tdaMatrix a b u w)) = 0 ∧
    braket (pairState (tdaMatrix a b u w)) (spinSq (pairState (tdaMatrix a b u w))) =
      ((1 - (u ⬝ᵥ b) ^ 2 - (a ⬝ᵥ w) ^ 2 - 2 * (a ⬝ᵥ b) * (u ⬝ᵥ w) : ℝ) : ℂ) := by
  have tv : ∀ p q : n → ℝ, (vecMulVec p q)ᵀ = vecMulVec q p := by
    intro p q
    ext i j
    simp only [Matrix.transpose_apply, vecMulVec_apply]
    ring
  have h1 : braket (pairState (tdaMatrix a b u w)) (pairState (tdaMatrix a b u w)) = 1 := by
    have h : ((tdaMatrix a b u w)ᵀ * tdaMatrix a b u w).trace = 1 := by
      simp only [tdaMatrix, Matrix.transpose_add, tv, Matrix.add_mul, Matrix.mul_add,
        Matrix.trace_add, trace_outer_mul_outer]
      rw [dotProduct_comm a u, dotProduct_comm b w, ha, hb, hu, hw]
      linarith
    rw [braket_pairState, h, Complex.ofReal_one]
  refine ⟨h1, ?_, ?_⟩
  · have h : ((vecMulVec a b)ᵀ * tdaMatrix a b u w).trace = 0 := by
      simp only [tdaMatrix, tv, Matrix.mul_add, Matrix.trace_add, trace_outer_mul_outer]
      rw [dotProduct_comm a u, dotProduct_comm b w, hu, hw]
      ring
    rw [braket_pairState, h, Complex.ofReal_zero]
  · -- expand tr (C C) into orbital overlaps
    rw [spinSq_expectation _ h1]
    congr 1
    simp only [tdaMatrix, Matrix.add_mul, Matrix.mul_add, Matrix.trace_add,
      trace_outer_mul_outer]
    rw [dotProduct_comm b u, dotProduct_comm b a, dotProduct_comm w u, dotProduct_comm w a]
    ring

/-- For a closed-shell reference, with both electrons in the orbital `a`, the squared-spin
expectation value is one minus twice the overlap of the alpha and beta excitation amplitudes. -/
theorem tda_spinSq_closedShell (a u w : n → ℝ) (ha : a ⬝ᵥ a = 1)
    (hu : u ⬝ᵥ a = 0) (hw : w ⬝ᵥ a = 0) (hn : u ⬝ᵥ u + w ⬝ᵥ w = 1) :
    braket (pairState (tdaMatrix a a u w)) (spinSq (pairState (tdaMatrix a a u w))) =
      ((1 - 2 * (u ⬝ᵥ w) : ℝ) : ℂ) := by
  rw [(tda_spinSq a a u w ha ha hu hw hn).2.2, dotProduct_comm a w, hu, hw, ha]
  congr 1
  ring

end

end TammDancoffSpin
```

```lean
#print axioms TammDancoffSpin.singlet_triplet_iff
#print axioms TammDancoffSpin.tda_spinSq
#print axioms TammDancoffSpin.tda_spinSq_closedShell
```

```
'TammDancoffSpin.singlet_triplet_iff' depends on axioms: [propext, Classical.choice, Quot.sound]
'TammDancoffSpin.tda_spinSq' depends on axioms: [propext, Classical.choice, Quot.sound]
'TammDancoffSpin.tda_spinSq_closedShell' depends on axioms: [propext, Classical.choice, Quot.sound]
```

The proof of `spinSq_eq_one_add_swap` writes out the sums over components and spins, and `fin_cases` on `s` and `t` produces the four spin configurations treated above. Substituting the matrices and $i^2=-1$ leaves identities for `ring`. `spinSq_pairState` uses this result and compares components in the same four cases.

In `braket_pairState`, `half` combines the two factors $1/\sqrt2$, `e` lists the four spin components, and `hc` exchanges the summation indices, which makes the two halves equal. `spinSq_expectation` then turns normalization into $\mathrm{tr}(C^TC)=1$ and uses the invariance of the trace under transposition.

For `singlet_triplet_iff`, the forward directions evaluate the equation between wavefunctions at its alpha-beta component and cancel $\sqrt2$; the reverse directions substitute the symmetry of $C$.

`trace_outer_mul_outer` is the outer-product rule. In `tda_spinSq`, `tv` transposes an outer product, and the three traces are expanded with this rule. The calls to `dotProduct_comm` put the overlaps in matching order, after which the hypotheses settle the first two parts and `ring` collects the terms of the third. `tda_spinSq_closedShell` sets `b` equal to `a` and removes the vanishing overlaps.
